# Torus degeneracy, charge and filling for the K-matrix $sI+2pJ$ with $s=\pm1$

Take two composite-fermion levels with two attached flux quanta. Their K-matrix and charge vector are

$$K=\begin{pmatrix}3&2\\2&3\end{pmatrix},\qquad t=\begin{pmatrix}1\\1\end{pmatrix}.$$

Then $Kt=5t$, while $K(1,-1)^T=(1,-1)^T$. The eigenvalues 5 and 1 give $\det K=5$, and $t^TK^{-1}t=2/5$ is the filling. A quasiparticle with integer vector $l=(1,0)^T$ has charge $t^TK^{-1}l=1/5$. The vector $(1,-1)^T$ lies in $K\mathbb Z^2$, so moving a unit from one level to the other does not change the quasiparticle class. Only the sum of the components matters, modulo 5, and there are five classes.

The same mechanism works for $n$ levels, $2p$ flux quanta and either sign $s=\pm1$, with 5 replaced by $D=2pn+s$.

In Lean 4 with Mathlib:

```lean
import Mathlib

open Matrix

namespace JainKMatrix

noncomputable section
```

## The K-matrix and the quantities read from it

Let $J$ be the $n\times n$ matrix of ones, with indices $i=0,\dots,n-1$ as in `Fin n`.

```lean
/-- The matrix `J` with all entries equal to one. -/
def allOnes (R : Type*) [CommRing R] (n : ℕ) : Matrix (Fin n) (Fin n) R :=
  Matrix.of fun _ _ => 1
```

The K-matrix is $K=sI+2pJ$. The sign $s=1$ describes flux attachment that leaves the effective field parallel to the external one, and $s=-1$ describes a reversed effective field. The entries may lie in any commutative ring `R`: the integers serve for lattices and the rationals for inverses.

```lean
/-- The K-matrix `s I + 2p J` of `n` composite-fermion levels with `2p` attached flux quanta. -/
def jainK (R : Type*) [CommRing R] (n p : ℕ) (s : ℤ) : Matrix (Fin n) (Fin n) R :=
  (s : R) • (1 : Matrix (Fin n) (Fin n) R) + (2 * (p : R)) • allOnes R n
```

Every level couples to the electromagnetic field with the same unit charge, so $t_i=1$.

```lean
/-- The charge vector `t`: every level couples to the electromagnetic field with unit charge. -/
def chargeVector (n : ℕ) : Fin n → ℚ := fun _ => 1
```

In the effective Chern–Simons description, an excitation is labelled by an integer vector $l$ and has charge $q(l)=t^TK^{-1}l$, in units of the electron charge. This formula is taken as the definition.

```lean
/-- The charge `tᵀ K⁻¹ l` of the quasiparticle with integer vector `l`. -/
def charge (n p : ℕ) (s : ℤ) (l : Fin n → ℤ) : ℚ :=
  chargeVector n ⬝ᵥ ((jainK ℚ n p s)⁻¹ *ᵥ fun i => (l i : ℚ))
```

The filling factor is $\nu=t^TK^{-1}t$.

```lean
/-- The filling factor `tᵀ K⁻¹ t`. -/
def filling (n p : ℕ) (s : ℤ) : ℚ :=
  chargeVector n ⬝ᵥ ((jainK ℚ n p s)⁻¹ *ᵥ chargeVector n)
```

The ground-state degeneracy on the torus is likewise defined by the effective theory's formula, $|\det K|$. No microscopic Hamiltonian or energy gap enters.

```lean
/-- The ground-state degeneracy on the torus, `|det K|`. -/
def torusDegeneracy (n p : ℕ) (s : ℤ) : ℤ := |(jainK ℤ n p s).det|
```

Excitations built from whole electrons and holes are local. Their vectors are the integer combinations of the columns of $K$, which form the lattice $K\mathbb Z^n$.

```lean
/-- The lattice `K ℤⁿ` of local excitations. -/
def localLattice (n p : ℕ) (s : ℤ) : AddSubgroup (Fin n → ℤ) :=
  (Matrix.mulVecLin (jainK ℤ n p s)).toAddMonoidHom.range
```

## Action on a vector, and the denominator

Since $(Jv)_i=\sum_j v_j$ for every $i$,

$$\bigl((aI+bJ)v\bigr)_i=a\,v_i+b\sum_j v_j .$$

```lean
/-- The matrix `a I + b J` scales each component by `a` and adds `b` times the total. -/
theorem uniform_mulVec {R : Type*} [CommRing R] {n : ℕ} (a b : R) (v : Fin n → R) (i : Fin n) :
    ((a • (1 : Matrix (Fin n) (Fin n) R) + b • allOnes R n) *ᵥ v) i
      = a * v i + b * ∑ j, v j := by
  simp [allOnes, Matrix.mulVec, dotProduct, Matrix.one_apply, add_mul,
    Finset.sum_add_distrib, Finset.mul_sum]
```

Both signs satisfy $s^2=1$.

```lean
private theorem sign_sq {s : ℤ} (hs : s = 1 ∨ s = -1) : s * s = 1 := by
  rcases hs with rfl | rfl <;> norm_num
```

The number $D=2pn+s$ is even plus odd, hence never zero. The parity argument is left to `omega`, after the product $pn$ has been replaced by a single integer.

```lean
private theorem denom_ne (n p : ℕ) {s : ℤ} (hs : s = 1 ∨ s = -1) :
    2 * (p : ℚ) * n + s ≠ 0 := by
  have hz : 2 * (p : ℤ) * n + s ≠ 0 := by
    intro h
    have h' : 2 * ((p : ℤ) * n) + s = 0 := by linarith
    generalize (p : ℤ) * n = q at h'
    omega
  exact_mod_cast hz
```

If $n,p\ge1$, then $pn\ge1$ and $D\ge2-1>0$.

```lean
private theorem denom_pos {n p : ℕ} {s : ℤ} (hn : 1 ≤ n) (hp : 1 ≤ p) (hs : s = 1 ∨ s = -1) :
    0 < 2 * (p : ℤ) * n + s := by
  have h1 : 1 ≤ p * n := Nat.mul_pos hp hn
  have h2 : (1 : ℤ) ≤ (p : ℤ) * n := by exact_mod_cast h1
  rcases hs with rfl | rfl <;> linarith
```

## Determinant and inverse

Because $s^2=1$, we can write $K=s(I+AB)$ with the column $A=2ps\,t$ and the row $B=t^T$. Exchanging the factors reduces the determinant to that of a $1\times1$ matrix:

$$\det K=s^n\det(I+AB)=s^n(1+BA)=s^n(1+2psn)=s^{n-1}(2pn+s).$$

The exchange is `Matrix.det_one_add_mul_comm`, and the final `linear_combination` uses $s^2=1$.

```lean
/-- The determinant of the K-matrix is `s^(n-1) (2pn + s)`. -/
theorem det_jainK {n : ℕ} (p : ℕ) {s : ℤ} (hn : 1 ≤ n) (hs : s = 1 ∨ s = -1) :
    (jainK ℤ n p s).det = s ^ (n - 1) * (2 * p * n + s) := by
  have hs2 := sign_sq hs
  obtain ⟨A, hA⟩ : ∃ A : Matrix (Fin n) (Fin 1) ℤ, ∀ i j, A i j = s * (2 * p) :=
    ⟨Matrix.of fun _ _ => s * (2 * p), fun _ _ => rfl⟩
  obtain ⟨B, hB⟩ : ∃ B : Matrix (Fin 1) (Fin n) ℤ, ∀ i j, B i j = 1 :=
    ⟨Matrix.of fun _ _ => 1, fun _ _ => rfl⟩
  -- K is s times a rank-one update of the identity
  have h : jainK ℤ n p s = s • (1 + A * B) := by
    ext i j
    simp only [jainK, allOnes, Matrix.add_apply, Matrix.smul_apply, smul_eq_mul,
      Matrix.mul_apply, Matrix.of_apply, hA, hB, Finset.univ_unique, Finset.sum_singleton,
      Int.cast_id]
    linear_combination (-(2 * (p : ℤ))) * hs2
  -- exchanging the factors leaves a one-by-one determinant
  rw [h, Matrix.det_smul, Matrix.det_one_add_mul_comm, Fintype.card_fin, Matrix.det_fin_one]
  simp only [Matrix.add_apply, Matrix.one_apply_eq, Matrix.mul_apply, hA, hB,
    Finset.sum_const, Finset.card_univ, Fintype.card_fin, nsmul_eq_mul]
  have hpow : s ^ n = s ^ (n - 1) * s := by
    rw [← pow_succ, Nat.sub_add_cancel hn]
  rw [hpow]
  linear_combination (s ^ (n - 1) * (2 * p * n)) * hs2
```

For the inverse, try $sI-cJ$. With $J^2=nJ$,

$$(sI+2pJ)(sI-cJ)=s^2I+(2ps-sc-2pnc)J .$$

The coefficient of $J$ vanishes when $cD=2ps$, so $c=2ps/D$. The theorem states the product as well as the formula for $K^{-1}$, which shows that the inverse is a genuine one.

```lean
/-- The inverse K-matrix is `s I - 2ps/(2pn + s) J`. -/
theorem inv_jainK (n p : ℕ) {s : ℤ} (hs : s = 1 ∨ s = -1) :
    jainK ℚ n p s * ((s : ℚ) • (1 : Matrix (Fin n) (Fin n) ℚ)
        + (-(2 * p * s / (2 * p * n + s)) : ℚ) • allOnes ℚ n) = 1 ∧
    (jainK ℚ n p s)⁻¹ = (s : ℚ) • (1 : Matrix (Fin n) (Fin n) ℚ)
        + (-(2 * p * s / (2 * p * n + s)) : ℚ) • allOnes ℚ n := by
  have hs2 : (s : ℚ) * s = 1 := by exact_mod_cast sign_sq hs
  have hc := div_mul_cancel₀ (2 * (p : ℚ) * s) (denom_ne n p hs)
  generalize 2 * (p : ℚ) * s / (2 * p * n + s) = c at hc ⊢
  have hJ : allOnes ℚ n * allOnes ℚ n = (n : ℚ) • allOnes ℚ n := by
    ext i j
    simp [allOnes, Matrix.mul_apply]
  have key : jainK ℚ n p s * ((s : ℚ) • (1 : Matrix (Fin n) (Fin n) ℚ) + (-c) • allOnes ℚ n)
      = ((s : ℚ) * s) • (1 : Matrix (Fin n) (Fin n) ℚ)
        + (2 * p * s - s * c - 2 * p * c * n) • allOnes ℚ n := by
    simp only [jainK, add_mul, mul_add, smul_mul_assoc, mul_smul_comm, one_mul, mul_one, hJ]
    module
  -- the coefficient of J cancels
  have h0 : 2 * (p : ℚ) * s - s * c - 2 * p * c * n = 0 := by linear_combination -hc
  rw [hs2, h0, one_smul, zero_smul, add_zero] at key
  exact ⟨key, Matrix.inv_eq_right_inv key⟩
```

## Charge and locality

Write $L=\sum_i l_i$. Summing the components of $K^{-1}l$ gives

$$q(l)=\sum_i(s\,l_i-cL)=(s-nc)L=\frac{sD-2pns}{D}\,L=\frac{L}{D}.$$

A unit excitation in a single level therefore has charge $1/D$. The proof multiplies through by $D$ and closes with the relation $cD=2ps$.

```lean
/-- The charge of a quasiparticle is the sum of its components divided by `2pn + s`. -/
theorem charge_eq (n p : ℕ) {s : ℤ} (hs : s = 1 ∨ s = -1) (l : Fin n → ℤ) :
    charge n p s l = ((∑ i, l i : ℤ) : ℚ) / (2 * p * n + s) := by
  have hs2 : (s : ℚ) * s = 1 := by exact_mod_cast sign_sq hs
  have hD := denom_ne n p hs
  have hc := div_mul_cancel₀ (2 * (p : ℚ) * s) hD
  rw [charge, (inv_jainK n p hs).2, eq_div_iff hD]
  generalize 2 * (p : ℚ) * s / (2 * p * n + s) = c at hc ⊢
  simp only [dotProduct, chargeVector, one_mul, uniform_mulVec, Finset.sum_add_distrib,
    ← Finset.mul_sum, Finset.sum_const, Finset.card_univ, Fintype.card_fin, nsmul_eq_mul,
    Int.cast_sum]
  linear_combination (∑ i, (l i : ℚ)) * hs2 - n * (∑ i, (l i : ℚ)) * hc
```

If $l=Km$ with integer $m$, then summing the components gives $L=D\sum_i m_i$, so $D$ divides $L$. Conversely, let $L=DM$. A solution of $Km=l$ with $\sum_i m_i=M$ must satisfy $s\,m_i+2pM=l_i$, hence

$$m_i=s(l_i-2pM).$$

These are integers, and their sum is $s(DM-2pnM)=s^2M=M$, as required.

```lean
/-- An excitation is local exactly when `2pn + s` divides the sum of its components. -/
theorem mem_localLattice_iff (n p : ℕ) {s : ℤ} (hs : s = 1 ∨ s = -1) (l : Fin n → ℤ) :
    l ∈ localLattice n p s ↔ (2 * (p : ℤ) * n + s) ∣ ∑ i, l i := by
  have hs2 := sign_sq hs
  change (∃ m, jainK ℤ n p s *ᵥ m = l) ↔ _
  constructor
  · rintro ⟨m, rfl⟩
    refine ⟨∑ i, m i, ?_⟩
    simp only [jainK, uniform_mulVec, Finset.sum_add_distrib, ← Finset.mul_sum,
      Finset.sum_const, Finset.card_univ, Fintype.card_fin, nsmul_eq_mul, Int.cast_id]
    ring
  · rintro ⟨M, hM⟩
    -- solve K m = l, using that the components of m must add up to M
    have hsum : ∑ i, s * (l i - 2 * p * M) = M := by
      simp only [← Finset.mul_sum, Finset.sum_sub_distrib, Finset.sum_const, Finset.card_univ,
        Fintype.card_fin, nsmul_eq_mul, hM]
      linear_combination M * hs2
    refine ⟨fun i => s * (l i - 2 * p * M), ?_⟩
    ext i
    rw [jainK, uniform_mulVec, hsum, Int.cast_id]
    linear_combination (l i - 2 * p * M) * hs2
```

Since $q(l)=L/D$, divisibility of $L$ by $D$ says exactly that the charge is an integer.

```lean
/-- An excitation is local exactly when its charge is an integer. -/
theorem local_iff_integer_charge (n p : ℕ) {s : ℤ} (hs : s = 1 ∨ s = -1) (l : Fin n → ℤ) :
    l ∈ localLattice n p s ↔ ∃ k : ℤ, charge n p s l = k := by
  rw [mem_localLattice_iff n p hs, charge_eq n p hs]
  refine exists_congr fun k => ?_
  rw [div_eq_iff (denom_ne n p hs), mul_comm (2 * (p : ℤ) * n + s) k]
  exact_mod_cast Iff.rfl
```

For other integers $s$ this equivalence can fail. Take $s=2$, $n=2$, $p=1$, an algebraic example that is not a composite-fermion state of electrons. The matrix has diagonal entries 4 and off-diagonal entries 2. The vector $(1,-1)^T$ then has charge zero, yet it is not in $K\mathbb Z^2$, whose vectors have only even components.

## The data of the state

For $n,p\ge1$ and $s=\pm1$, the next theorem collects four statements:

$$\det K=s^{n-1}D,\qquad |\det K|=D,\qquad K^{-1}t=\frac{t}{D},\qquad \nu=\frac nD .$$

The second follows from $|s|=1$ and $D>0$. The third has components $s-nc=1/D$. The fourth is the charge formula applied to the all-ones vector, for which $L=n$.

The condition $p\ge1$ secures the sign in the second statement: with $p=0$ and $s=-1$ one has $D=-1$, whereas $|\det K|=1$.

```lean
/-- Determinant, torus degeneracy, vector `K⁻¹ t` and filling factor of the state with K-matrix `s I
+ 2p J`. -/
theorem jain_state_data {n p : ℕ} {s : ℤ} (hn : 1 ≤ n) (hp : 1 ≤ p) (hs : s = 1 ∨ s = -1) :
    (jainK ℤ n p s).det = s ^ (n - 1) * (2 * p * n + s) ∧
    torusDegeneracy n p s = 2 * p * n + s ∧
    (jainK ℚ n p s)⁻¹ *ᵥ chargeVector n = (1 / (2 * p * n + s) : ℚ) • chargeVector n ∧
    filling n p s = n / (2 * p * n + s) := by
  have hD := denom_ne n p hs
  have hs2 : (s : ℚ) * s = 1 := by exact_mod_cast sign_sq hs
  have hc := div_mul_cancel₀ (2 * (p : ℚ) * s) hD
  refine ⟨det_jainK p hn hs, ?_, ?_, ?_⟩
  · have h1 : |s| = 1 := by rcases hs with rfl | rfl <;> norm_num
    rw [torusDegeneracy, det_jainK p hn hs, abs_mul, abs_pow, h1, one_pow, one_mul,
      abs_of_pos (denom_pos hn hp hs)]
  · ext i
    rw [(inv_jainK n p hs).2, uniform_mulVec, Pi.smul_apply, smul_eq_mul]
    simp only [chargeVector, mul_one, Finset.sum_const, Finset.card_univ, Fintype.card_fin,
      nsmul_eq_mul]
    rw [eq_div_iff hD]
    linear_combination hs2 - n * hc
  · -- the filling is the charge of the all-ones integer vector
    have hv : chargeVector n = fun _ => ((1 : ℤ) : ℚ) := by
      ext i
      simp [chargeVector]
    have hf : filling n p s = charge n p s (fun _ => 1) :=
      congrArg (fun v => chargeVector n ⬝ᵥ ((jainK ℚ n p s)⁻¹ *ᵥ v)) hv
    rw [hf, charge_eq n p hs]
    simp
```

In an exact-diagonalisation study on the torus, finding $D$ ground states does not by itself identify the state. Since $D-2pn=\pm1$, the numbers $n$ and $D$ have no common factor, and in a translation-invariant Landau-level problem at filling $n/D$ the magnetic translations already make the degeneracy of every energy level a multiple of $D$.

## Counting the quasiparticle classes

Two excitations belong to the same class if they differ by a local one, so the classes form the quotient $\mathbb Z^n/K\mathbb Z^n$. Consider the map

$$\varphi(l)=\sum_i l_i \bmod D .$$

By the divisibility criterion its kernel is $K\mathbb Z^n$. It is surjective, because a vector with a single nonzero component $k$ is sent to $k$. The quotient is therefore isomorphic to $\mathbb Z/D$ and has $D=|\det K|$ elements. In the proof, `hker` and `hsurj` establish these two properties, and the first isomorphism theorem gives the count.

```lean
/-- The number of quasiparticle classes modulo local excitations equals the torus degeneracy. -/
theorem card_quasiparticle_classes {n p : ℕ} {s : ℤ} (hn : 1 ≤ n) (hp : 1 ≤ p)
    (hs : s = 1 ∨ s = -1) :
    (Nat.card ((Fin n → ℤ) ⧸ localLattice n p s) : ℤ) = torusDegeneracy n p s := by
  rw [(jain_state_data hn hp hs).2.1]
  obtain ⟨D, hD⟩ := Int.eq_ofNat_of_zero_le (denom_pos hn hp hs).le
  -- the class of l is the sum of its components modulo D
  let φ : (Fin n → ℤ) →+ ZMod D :=
    { toFun := fun l => ((∑ i, l i : ℤ) : ZMod D)
      map_zero' := by simp
      map_add' := by intro a b; simp [Finset.sum_add_distrib] }
  have hker : φ.ker = localLattice n p s := by
    ext l
    rw [mem_localLattice_iff n p hs, hD, AddMonoidHom.mem_ker]
    exact CharP.intCast_eq_zero_iff (ZMod D) D (∑ i, l i)
  have hsurj : Function.Surjective φ := by
    intro x
    obtain ⟨k, rfl⟩ := ZMod.intCast_surjective x
    obtain ⟨i₀⟩ : Nonempty (Fin n) := ⟨⟨0, hn⟩⟩
    have hk : ∑ i : Fin n, (if i = i₀ then k else 0) = k := by simp
    exact ⟨fun i => if i = i₀ then k else 0, congrArg (Int.cast : ℤ → ZMod D) hk⟩
  rw [← hker, Nat.card_congr (QuotientAddGroup.quotientKerEquivOfSurjective φ hsurj).toEquiv,
    Nat.card_zmod, hD]

end

end JainKMatrix
```

```lean
#print axioms JainKMatrix.local_iff_integer_charge
#print axioms JainKMatrix.jain_state_data
#print axioms JainKMatrix.card_quasiparticle_classes
```

```
'JainKMatrix.local_iff_integer_charge' depends on axioms: [propext, Classical.choice, Quot.sound]
'JainKMatrix.jain_state_data' depends on axioms: [propext, Classical.choice, Quot.sound]
'JainKMatrix.card_quasiparticle_classes' depends on axioms: [propext, Classical.choice, Quot.sound]
```

The equality between the number of classes and $|\det K|$ is not special to these matrices: for every integer matrix $K$ with nonzero determinant, $\mathbb Z^n/K\mathbb Z^n$ has $|\det K|$ elements. The count is therefore not an independent test of the degeneracy formula, which is taken here as a definition. What the form $sI+2pJ$ with $s=\pm1$ adds is that the quotient is cyclic and that the classes are distinguished by charge modulo one. Their braiding statistics are not treated.
